# Scaling an orbital to √s f(sx) keeps its norm, divides its second moment by s² and multiplies its gradient integral by s²

Take the Gaussian f(x) = exp(−x²/2) and squeeze it by a factor of two, with a prefactor √2:

g(x) = √2 f(2x) = √2 exp(−2x²).

The standard Gaussian integrals give

∫f² = √π and ∫g² = 2 ∫exp(−4x²) dx = √π,

∫x²f² = √π/2 and ∫x²g² = 2 ∫x² exp(−4x²) dx = √π/8,

∫(f′)² = √π/2 and ∫(g′)² = 32 ∫x² exp(−4x²) dx = 2√π.

The norm is unchanged, the second moment has dropped by a factor of 4, and the gradient integral has grown by a factor of 4. None of this depends on the Gaussian shape.

## The three scaling laws by substitution

Let f be a real differentiable function on the line for which f², x²f² and (f′)² are integrable. Let s > 0 and g(x) = √s f(sx). Then g is differentiable, its three corresponding integrals converge, and

∫g² = ∫f²,  ∫x²g² = (1/s²) ∫x²f²,  ∫(g′)² = s² ∫(f′)².

The chain rule gives the slope of g:

g′(x) = √s · s · f′(sx).

Squaring, each density of g is a constant times the matching density of f, taken at the point sx:

g(x)² = s · f(sx)²,

x² g(x)² = (1/s) · (sx)² f(sx)²,

g′(x)² = s³ · f′(sx)².

For any integrable h and any constant c, the substitution y = sx gives

∫ c h(sx) dx = (c/s) ∫ h(y) dy.

The constants c = s, 1/s and s³ therefore become 1, 1/s² and s², which are the three factors claimed. The factors 1/s² and s² cancel in the product of the second moment and the gradient integral, so that product doesn't depend on s.

## Balance of kinetic and potential energy in a harmonic well

For a particle of unit mass in a harmonic well of frequency ω, with ħ = 1, write

T = ½ ∫(f′)²,  V = ½ ω² ∫x²f².

By the scaling laws, the energy integral of g is

E(s) = s² T + V/s².

Suppose that no s > 0 gives a lower energy than s = 1. Then E has an interior minimum at s = 1, its derivative 2T − 2V vanishes there, and T = V. Conversely, if T = V, then

E(s) − E(1) = T (s² + 1/s² − 2) = T (s − 1/s)² ≥ 0.

So an orbital is optimal with respect to its own length scale exactly when its kinetic and potential parts are equal.

The Gaussian f(x) = exp(−x²/2) satisfies f′ = −x f, hence (f′)² = x²f². At ω = 1 this is T = V, and no scaling lowers its energy. Its energy integral is √π/2; dividing by the squared norm √π gives the normalised energy 1/2.

## Orbitals and their integrals in Lean

```lean
import Mathlib

open MeasureTheory

namespace OrbitalScaling

noncomputable section
```

An orbital is a function `f : ℝ → ℝ`, real-valued and depending on one coordinate. The scaled orbital g is `scaled s f`.

```lean
/-- The orbital `f` with its coordinate scaled by `s` and the prefactor `√s`. -/
def scaled (s : ℝ) (f : ℝ → ℝ) : ℝ → ℝ := fun x => Real.sqrt s * f (s * x)
```

The integrals run over the whole line with the usual length measure. None of them is divided by the squared norm, so the second moment and the gradient integral are the expectation values ⟨x²⟩ and ⟨p²⟩ (with ħ = 1) only for an orbital with ∫f² = 1.

```lean
/-- The squared norm `∫ f²` of a real orbital. -/
def normSq (f : ℝ → ℝ) : ℝ := ∫ x, f x ^ 2

/-- The second moment `∫ x² f²` of a real orbital. -/
def spread (f : ℝ → ℝ) : ℝ := ∫ x, x ^ 2 * f x ^ 2
```

The second moment is taken about the origin, which is also the centre of the well. For a normalised orbital whose mean position is zero, it is the variance of the position.

```lean
/-- The gradient integral `∫ (f')²` of a real orbital. -/
def gradSq (f : ℝ → ℝ) : ℝ := ∫ x, deriv f x ^ 2
```

The conditions on f are collected in one structure. Physically, they ask for a finite norm, a finite mean square distance from the origin and a finite kinetic energy.

```lean
/-- A differentiable orbital whose norm, second moment and gradient integrals converge. -/
structure Admissible (f : ℝ → ℝ) : Prop where
  differentiable : Differentiable ℝ f
  norm_int : Integrable (fun x => f x ^ 2)
  spread_int : Integrable (fun x => x ^ 2 * f x ^ 2)
  grad_int : Integrable (fun x => deriv f x ^ 2)
```

Differentiability is required at every point. This excludes exp(−|x|), which has a cusp at the origin although its three integrals are finite.

The convergence conditions matter as well. Let f(x) = 1/√(1 + x²). It is differentiable, ∫f² = π, and (f′)² = x²/(1 + x²)³ is integrable, but x²f² tends to 1 at large distance and its integral diverges. If `spread_int` were removed from the assumptions on f, the conclusion that g is admissible would be false here for every s > 0, because x²g² tends to 1/s. Lean gives a divergent integral the value 0, so the bare equation for the second moment would still read 0 = 0; having integrability in the conclusion ensures that the equations concern convergent integrals.

```lean
/-- The energy integral of an orbital in a harmonic well of frequency `ω`, for unit mass
and `ħ = 1`. -/
def oscillatorEnergy (ω : ℝ) (f : ℝ → ℝ) : ℝ := gradSq f / 2 + ω ^ 2 * spread f / 2
```

The energy is T + V in the notation above, with `gradSq f / 2` for T and `ω ^ 2 * spread f / 2` for V. Scaling preserves the norm, so comparing these energy integrals for f and g is the same as comparing normalised energies whenever the norm is not zero.

## From the chain rule to the scaling laws

The first lemma is the formula for g′. It is stated at a single point: if f has slope d at sx, then g has slope √s · s · d at x.

```lean
/-- The slope of the scaled orbital at `x` is `√s · s` times the slope of `f` at `s x`. -/
theorem scaled_hasDerivAt {f : ℝ → ℝ} {s x d : ℝ} (h : HasDerivAt f d (s * x)) :
    HasDerivAt (scaled s f) (Real.sqrt s * (s * d)) x := by
  have h1 : HasDerivAt (fun y : ℝ => s * y) s x :=
    ((hasDerivAt_id' x).const_mul s).congr_deriv (mul_one s)
  have h2 := (HasDerivAt.comp x h h1).const_mul (Real.sqrt s)
  exact h2.congr_deriv (by ring)
```

In the proof, `h1` is the derivative of y ↦ sy, `HasDerivAt.comp` is the chain rule, and `const_mul` brings in the prefactor √s.

The substitution y = sx is a lemma of its own, for a general density h and constant c.

```lean
/-- Let `s > 0`. If a density `k` is `c` times an integrable density `h` taken at `s x`, then `k` is
integrable and its integral is `c / s` times that of `h`. -/
theorem integral_rescale {s : ℝ} (hs : 0 < s) (c : ℝ) {h k : ℝ → ℝ}
    (hk : ∀ x, k x = c * h (s * x)) (hh : Integrable h) :
    Integrable k ∧ ∫ x, k x = c / s * ∫ x, h x := by
  have e : k = fun x => c * h (s * x) := funext hk
  rw [e]
  refine ⟨(hh.comp_mul_left' hs.ne').const_mul c, ?_⟩
  rw [integral_const_mul, Measure.integral_comp_mul_left h s,
    abs_of_pos (inv_pos.mpr hs), smul_eq_mul]
  ring
```

It returns two facts: k is integrable, and its integral is c/s times that of h. Mathlib's change of variables, `Measure.integral_comp_mul_left`, produces the factor |s⁻¹|, and `abs_of_pos` removes the absolute value because s is positive.

The main theorem applies this lemma three times.

```lean
/-- Scaling an admissible orbital by `s > 0` gives an admissible orbital with the same norm,
the second moment divided by `s²` and the gradient integral multiplied by `s²`. -/
theorem scaling_laws {f : ℝ → ℝ} (hf : Admissible f) {s : ℝ} (hs : 0 < s) :
    Admissible (scaled s f) ∧ normSq (scaled s f) = normSq f ∧
      spread (scaled s f) = spread f / s ^ 2 ∧
      gradSq (scaled s f) = s ^ 2 * gradSq f := by
  have hne : s ≠ 0 := hs.ne'
  have hq : Real.sqrt s ^ 2 = s := Real.sq_sqrt hs.le
  have hd : ∀ x, HasDerivAt (scaled s f) (Real.sqrt s * (s * deriv f (s * x))) x :=
    fun x => scaled_hasDerivAt (hf.differentiable (s * x)).hasDerivAt
  -- each density of the scaled orbital is a multiple of the old one at `s x`
  obtain ⟨i1, e1⟩ := integral_rescale hs s (h := fun x => f x ^ 2)
    (k := fun x => scaled s f x ^ 2)
    (fun x => by simp only [scaled, mul_pow, hq]) hf.norm_int
  obtain ⟨i2, e2⟩ := integral_rescale hs s⁻¹ (h := fun x => x ^ 2 * f x ^ 2)
    (k := fun x => x ^ 2 * scaled s f x ^ 2)
    (fun x => by simp only [scaled, mul_pow, hq]; field_simp) hf.spread_int
  obtain ⟨i3, e3⟩ := integral_rescale hs (s ^ 3) (h := fun x => deriv f x ^ 2)
    (k := fun x => deriv (scaled s f) x ^ 2)
    (fun x => by simp only [(hd x).deriv, mul_pow, hq]; ring) hf.grad_int
  refine ⟨⟨fun x => (hd x).differentiableAt, i1, i2, i3⟩, e1.trans ?_, e2.trans ?_,
    e3.trans ?_⟩
  · change s / s * normSq f = normSq f
    field_simp
  · change s⁻¹ / s * spread f = spread f / s ^ 2
    field_simp
  · change s ^ 3 / s * gradSq f = s ^ 2 * gradSq f
    field_simp
```

The statement says that, for an admissible f and s > 0, the scaled orbital is admissible and obeys all three laws. The line `hq` records (√s)² = s, and `hd` supplies the slope of g at every point. The three `obtain` steps use the constants `s`, `s⁻¹` and `s ^ 3`, and the function supplied to each checks the corresponding identity between densities. The last three bullets simplify s/s, s⁻¹/s and s³/s.

The invariant product follows by multiplying two of the laws.

```lean
/-- For an admissible orbital and `s > 0`, the product of the second moment and the gradient
integral does not change under scaling. -/
theorem uncertainty_product_invariant {f : ℝ → ℝ} (hf : Admissible f) {s : ℝ} (hs : 0 < s) :
    spread (scaled s f) * gradSq (scaled s f) = spread f * gradSq f := by
  have hne : s ≠ 0 := hs.ne'
  obtain ⟨_, _, h2, h3⟩ := scaling_laws hf hs
  rw [h2, h3]
  field_simp
```

Despite its name, this theorem contains no uncertainty relation: it says that the product stays constant along a family of scaled orbitals and gives no lower bound for it. For an orbital that is not normalised, the product of the expectation values ⟨x²⟩ and ⟨p²⟩ is obtained by dividing by the square of `normSq f`, which doesn't change under scaling either.

## The virial criterion as an equivalence

The left side of the next statement says that no positive s gives an energy below that of f itself. The right side is T = V. The frequency ω may be any real number.

```lean
/-- No scaling by `s > 0` lowers the oscillator energy of an admissible orbital exactly when its
kinetic and potential parts are equal. -/
theorem oscillator_virial {f : ℝ → ℝ} (hf : Admissible f) (ω : ℝ) :
    (∀ s : ℝ, 0 < s → oscillatorEnergy ω f ≤ oscillatorEnergy ω (scaled s f)) ↔
      gradSq f / 2 = ω ^ 2 * spread f / 2 := by
  have key : ∀ s : ℝ, 0 < s → oscillatorEnergy ω (scaled s f) =
      s ^ 2 * (gradSq f / 2) + (ω ^ 2 * spread f / 2) / s ^ 2 := by
    intro s hs
    obtain ⟨_, _, h2, h3⟩ := scaling_laws hf hs
    rw [oscillatorEnergy, h2, h3]
    ring
  constructor
  · intro h
    -- the energy as a function of the scale is stationary at `s = 1`
    have hmin : IsLocalMin (fun s : ℝ =>
        s ^ 2 * (gradSq f / 2) + (ω ^ 2 * spread f / 2) / s ^ 2) 1 :=
      (lt_mem_nhds (zero_lt_one' ℝ)).mono fun s hs => by
        have h0 := h s hs
        rw [key s hs, oscillatorEnergy] at h0
        simp only [one_pow, one_mul, div_one]
        exact h0
    have h1 : HasDerivAt (fun s : ℝ => s ^ 2) 2 1 := by
      simpa using hasDerivAt_pow 2 (1 : ℝ)
    have h3 := (h1.mul_const (gradSq f / 2)).fun_add
      ((hasDerivAt_const (1 : ℝ) (ω ^ 2 * spread f / 2)).fun_div h1 (by norm_num))
    have h4 := hmin.hasDerivAt_eq_zero h3
    simp only [one_pow, div_one] at h4
    linarith
  · intro hv s hs
    rw [key s hs, oscillatorEnergy, ← hv]
    have hG : 0 ≤ gradSq f := integral_nonneg fun x => sq_nonneg _
    have hi : s * s⁻¹ = 1 := mul_inv_cancel₀ hs.ne'
    -- the energy difference is a perfect square times the kinetic part
    have e : s ^ 2 * (gradSq f / 2) + gradSq f / 2 / s ^ 2 - (gradSq f / 2 + gradSq f / 2)
        = gradSq f / 2 * (s - s⁻¹) ^ 2 := by
      linear_combination gradSq f * hi
    have hp : 0 ≤ gradSq f / 2 * (s - s⁻¹) ^ 2 :=
      mul_nonneg (by linarith) (sq_nonneg _)
    linarith
```

This is a criterion for optimality under one-parameter scaling in a harmonic well. The orbital need not be an eigenstate, and satisfying the criterion does not make it one.

The auxiliary statement `key` is the formula E(s) = s²T + V/s². For the forward direction, `hmin` turns the assumption into a local minimum at s = 1, using the fact that all numbers close enough to 1 are positive. The derivative is assembled in `h3`, and `hasDerivAt_eq_zero` sets it to zero, which gives 2T − 2V = 0. For the converse, `e` is the perfect-square identity. It is checked by `linear_combination` from s · s⁻¹ = 1, and T ≥ 0 holds because T is half the integral of a square.

## The Gaussian at unit frequency

```lean
/-- The unnormalised Gaussian orbital `exp(-x²/2)`. -/
def gaussian (x : ℝ) : ℝ := Real.exp (-x ^ 2 / 2)

/-- The slope of the Gaussian orbital at `x` is `-x` times its value. -/
theorem gaussian_hasDerivAt (x : ℝ) : HasDerivAt gaussian (-x * gaussian x) x := by
  have h1 : HasDerivAt (fun y : ℝ => -y ^ 2 / 2) (-x) x :=
    (((hasDerivAt_pow 2 x).fun_neg).div_const 2).congr_deriv (by ring)
  exact h1.exp.congr_deriv (mul_comm _ _)
```

The slope formula f′ = −x f makes (f′)² and x²f² the same function, so a single integrability result serves for both.

```lean
/-- The Gaussian orbital is admissible, its squared norm is `√π`, and its gradient integral
equals its second moment. -/
theorem gaussian_witness : Admissible gaussian ∧ normSq gaussian = Real.sqrt Real.pi ∧
    gradSq gaussian = spread gaussian := by
  have hg : ∀ x, gaussian x ^ 2 = Real.exp (-1 * x ^ 2) := by
    intro x
    rw [gaussian, sq, ← Real.exp_add]
    congr 1
    ring
  have hd : ∀ x, deriv gaussian x ^ 2 = x ^ 2 * gaussian x ^ 2 := by
    intro x
    rw [(gaussian_hasDerivAt x).deriv]
    ring
  have i1 : Integrable (fun x : ℝ => gaussian x ^ 2) := by
    simpa only [hg] using integrable_exp_neg_mul_sq (b := 1) one_pos
  have i2 : Integrable (fun x : ℝ => x ^ 2 * gaussian x ^ 2) := by
    simpa only [hg, Real.rpow_two] using
      integrable_rpow_mul_exp_neg_mul_sq (b := 1) one_pos (s := 2) (by norm_num)
  refine ⟨⟨fun x => (gaussian_hasDerivAt x).differentiableAt, i1, i2,
    by simpa only [hd] using i2⟩, ?_, ?_⟩
  · simp only [normSq, hg]
    rw [integral_gaussian, div_one]
  · simp only [gradSq, spread, hd]
```

Here `hg` rewrites the squared Gaussian as exp(−x²), `hd` is the equality of the two densities, and `integral_gaussian` gives the squared norm √π. The equality of the gradient integral and the second moment is proved without evaluating either; by hand, both are √π/2, or 1/2 after normalisation.

The last theorem feeds this equality into the virial criterion at ω = 1.

```lean
/-- In a well of unit frequency no scaling by `s > 0` lowers the energy integral of the Gaussian
orbital. -/
theorem gaussian_scale_optimal (s : ℝ) (hs : 0 < s) :
    oscillatorEnergy 1 gaussian ≤ oscillatorEnergy 1 (scaled s gaussian) := by
  obtain ⟨ha, _, hv⟩ := gaussian_witness
  exact (oscillator_virial ha 1).2 (by rw [hv, one_pow, one_mul]) s hs

end

end OrbitalScaling
```

```lean
#print axioms OrbitalScaling.scaling_laws
#print axioms OrbitalScaling.uncertainty_product_invariant
#print axioms OrbitalScaling.gaussian_scale_optimal
```

```
'OrbitalScaling.scaling_laws' depends on axioms: [propext, Classical.choice, Quot.sound]
'OrbitalScaling.uncertainty_product_invariant' depends on axioms: [propext, Classical.choice, Quot.sound]
'OrbitalScaling.gaussian_scale_optimal' depends on axioms: [propext, Classical.choice, Quot.sound]
```

The comparison is between the Gaussian and its own scaled copies. That it is also the ground state among all orbitals is a stronger statement, which needs a different argument.

## Scale factors in Gaussian basis sets

In electronic-structure codes, the same substitution appears when a contracted Gaussian function is given a scale factor; the theorems treat its one-dimensional, one-particle form. A normalised primitive on the line is

(2α/π)^(1/4) exp(−αx²).

Scaling it by s gives

√s (2α/π)^(1/4) exp(−αs²x²) = (2αs²/π)^(1/4) exp(−αs²x²),

which is the normalised primitive with exponent αs². To scale a whole contraction, a program therefore multiplies every exponent by s² and leaves the coefficients of the normalised primitives as they are. In three dimensions the prefactor √s becomes s^(3/2), and the rule for the exponents is the same.

The energy formula also saves work when a trial orbital is to be optimised in the harmonic well. Once T and V are known for one orbital and both are positive, setting the derivative of s²T + V/s² to zero gives the best scale directly:

s = (V/T)^(1/4).

For exp(−x²/2) in a well with ω = 2, T = √π/4 and V = √π, so s = √2, and the scaled orbital is proportional to exp(−x²). No integral has to be evaluated a second time.
